# Becke's Cell Function with $k$ Smoothing Steps Vanishes to Order $2^k$ at $\mu = 1$

The two nuclei $A$ and $B$ and the grid point $r$ are taken here as points of an arbitrary metric space, because the coordinate that Becke's partition of space uses depends on nothing but three distances. Write $r_A$ and $r_B$ for the distances from $r$ to the nuclei and $R$ for the internuclear distance, with $A \neq B$. The coordinate is

$$\mu = \frac{r_A - r_B}{R}.$$

It equals $-1$ at $A$ and $1$ at $B$. No correction for different atomic sizes is applied to it. Ordinary three-dimensional space is a special case, and straight lines are needed only for the last result, which is stated in a real normed space.

The number $k$ of smoothing steps is also left free. With the polynomial

$$p(x) = \tfrac32 x - \tfrac12 x^3$$

and $p^{[k]}$ for its $k$-fold composition, the cell function of $A$ against $B$ is

$$s_k(\mu) = \frac{1 - p^{[k]}(\mu)}{2}.$$

The coefficients of $p$ are fixed by $p(\pm1) = \pm1$ and $p'(\pm1) = 0$: the cell function should be 1 at its own nucleus and 0 at the other one, and each smoothing step should flatten it at both. The textbook case is $k = 3$.

The claim is that, for every $k \ge 0$,

$$\lim_{\mu\to1} \frac{s_k(\mu)}{(1-\mu)^{2^k}} = \frac13\left(\frac32\right)^{2^k},$$

which is $2187/256$ for $k = 3$. The leading term $\frac13\big(\frac32(1-\mu)\big)^{2^k}$ is also an upper bound for $s_k(\mu)$ on the whole interval $[-1,1]$. In real space this second result gives $s_k(\mu) \le \frac13 (3 r_B/R)^{2^k}$, and the constant is sharp along the bond.

In a molecular grid for density functional calculations, the atomic grid centred on $A$ is not built to resolve the cusp of the density at $B$; for the two-centre factor without size adjustment, the bound says how strongly that region is suppressed. At $r_B = R/10$ and $k = 3$ the factor is at most $2.2\times10^{-5}$.

## From the triangle inequality to the power $2^k$

**The range of $\mu$.** The triangle inequalities $r_A \le r_B + R$ and $r_B \le r_A + R$ give $-1 \le \mu \le 1$. The third one, $R \le r_A + r_B$, gives

$$1 - \mu = \frac{R - r_A + r_B}{R} \le \frac{2 r_B}{R}.$$

**The recursion.** Expanding $(1-x)^2(2+x)$ gives $2 - 3x + x^3$, so

$$1 - p(x) = \frac{(1-x)^2(2+x)}{2}.$$

Now put $p^{[k]}(x)$ in the place of $x$ and use $1 - p^{[k]}(x) = 2 s_k(x)$:

$$s_{k+1}(x) = \frac{1 - p\big(p^{[k]}(x)\big)}{2} = \frac{(2 s_k(x))^2\,\big(2 + p^{[k]}(x)\big)}{4} = s_k(x)^2\,\big(2 + p^{[k]}(x)\big).$$

**The limit.** Let $c_k$ be the limit of $s_k(x)/(1-x)^{2^k}$ as $x \to 1$. For $k = 0$ the quotient is constantly $\frac12$, so $c_0 = \frac12 = \frac13\cdot\frac32$. For the next step, divide the recursion by $(1-x)^{2^{k+1}}$:

$$\frac{s_{k+1}(x)}{(1-x)^{2^{k+1}}} = \left(\frac{s_k(x)}{(1-x)^{2^k}}\right)^2 \big(2 + p^{[k]}(x)\big).$$

Since $p$ is continuous and $p(1) = 1$, the last factor tends to 3. Hence $c_{k+1} = 3c_k^2$, which is solved by $c_k = \frac13(\frac32)^{2^k}$. The first values are $\frac12, \frac34, \frac{27}{16}, \frac{2187}{256}$.

**A bound on the whole interval.** For $-1 \le x \le 1$ the leading term is also an upper bound:

$$s_k(x) \le \frac13\Big(\frac32(1-x)\Big)^{2^k}.$$

At $k = 0$ this is an equality. For the induction step, note first that $p$ maps $[-1,1]$ into itself: the factorisation gives $1 - p(x) \ge 0$, and likewise $1 + p(x) = \frac12(1+x)^2(2-x) \ge 0$. Next, because $2 + x \le 3$,

$$\frac32\big(1-p(x)\big) = \frac34(1-x)^2(2+x) \le \Big(\frac32(1-x)\Big)^2.$$

Since $s_{k+1}(x) = s_k(p(x))$, the bound for $k$ at the point $p(x)$ gives

$$s_{k+1}(x) \le \frac13\Big(\frac32(1-p(x))\Big)^{2^k} \le \frac13\Big(\frac32(1-x)\Big)^{2^{k+1}}.$$

**Real space.** Inserting $1 - \mu \le 2r_B/R$ yields $s_k(\mu) \le \frac13(3r_B/R)^{2^k}$. For $k = 3$ this is $2187\,(r_B/R)^8$.

**Along the bond.** Let $r = B + t(A-B)$ with $0 \le t \le 1$. Then $r_B = tR$ and $r_A = (1-t)R$, so $\mu = 1 - 2t$. As $t \to 0$ from above,

$$\frac{s_k(\mu)}{t^{2^k}} = 2^{2^k}\,\frac{s_k(\mu)}{(1-\mu)^{2^k}} \to \frac{3^{2^k}}{3}.$$

No smaller constant than $\frac13 3^{2^k}$ could therefore serve in the real-space bound.

## The coordinate and the cell function in Lean

The file imports Mathlib and opens the notation for limits.

```lean
import Mathlib

open Filter Topology

namespace BeckeCellFlatness

noncomputable section
```

The type `X` with its `MetricSpace` structure is the space that holds nuclei and grid points, and `dist` is the distance.

```lean
/-- The coordinate `μ = (r_A - r_B) / R_AB` of a grid point `r` relative to two distinct
nuclei `A` and `B`. -/
def mu {X : Type*} [MetricSpace X] (A B r : X) : ℝ :=
  (dist r A - dist r B) / dist A B
```

The definition accepts any two points. Every theorem about `mu` carries the hypothesis `A ≠ B`, which says that the nuclei do not coincide.

```lean
/-- Becke's smoothing polynomial `p(x) = 3x/2 - x³/2`. -/
def p (x : ℝ) : ℝ := 3 / 2 * x - x ^ 3 / 2
```

Lean writes the $k$-fold composition as `p^[k]`, so `cell k` is $s_k$, defined for every real argument and not just on $[-1,1]$.

```lean
/-- The cell function `s_k = (1 - p(p(...p(x))))/2` with `k` smoothing steps. -/
def cell (k : ℕ) (x : ℝ) : ℝ := (1 - p^[k] x) / 2
```

The first theorem collects the three consequences of the triangle inequality. The proof names the inequalities `t1`, `t2` and `t3`, clears the positive denominator, and leaves the rest to `linarith`.

```lean
/-- For distinct nuclei, `μ` lies in `[-1, 1]`, and its distance from `1` is at most twice
the distance to nucleus `B` in units of the internuclear distance. -/
theorem mu_bounds {X : Type*} [MetricSpace X] {A B : X} (hAB : A ≠ B) (r : X) :
    -1 ≤ mu A B r ∧ mu A B r ≤ 1 ∧ 1 - mu A B r ≤ 2 * dist r B / dist A B := by
  have hR : 0 < dist A B := dist_pos.2 hAB
  -- the three triangle inequalities of the triangle A, B, r
  have t1 := dist_triangle r A B
  have t2 := dist_triangle r B A
  have t3 := dist_triangle A r B
  rw [dist_comm B A] at t2
  rw [dist_comm A r] at t3
  have hm : mu A B r * dist A B = dist r A - dist r B := by
    rw [mu, div_mul_cancel₀ _ hR.ne']
  refine ⟨?_, ?_, ?_⟩
  · rw [mu, le_div_iff₀ hR]
    linarith
  · rw [mu, div_le_iff₀ hR]
    linarith
  · rw [le_div_iff₀ hR, sub_mul, hm]
    linarith
```

## Each smoothing step squares the cell function, up to a factor

The factorisation of $1 - p(x)$ is a polynomial identity, which `ring` verifies.

```lean
/-- The smoothing polynomial approaches `1` quadratically: `1 - p(x)` contains the factor
`(1 - x)²`. -/
theorem one_sub_p (x : ℝ) : 1 - p x = (1 - x) ^ 2 * (2 + x) / 2 := by
  unfold p
  ring
```

The recursion follows when the outermost `p` is split off from the iterate and the factorisation is applied to it.

```lean
/-- One more smoothing step squares the cell function, up to the factor `2 + p^[k](x)`. -/
theorem cell_succ (k : ℕ) (x : ℝ) :
    cell (k + 1) x = cell k x ^ 2 * (2 + p^[k] x) := by
  simp only [cell, Function.iterate_succ_apply']
  rw [one_sub_p]
  ring
```

The limit is stated with `Tendsto`. The filter `𝓝[≠] 1` means that $x$ approaches 1 from either side without being equal to it. Grid points reach only $\mu \le 1$, so the theorem covers slightly more than the physical approach from below.

The induction is the one done by hand. In the case `zero` the quotient is a constant away from $x = 1$. In the case `succ`, `hk` says that $p^{[k]}(x) \to 1$, `h` combines this with the square of the induction hypothesis, `f` is the divided recursion, and `e` is the relation $c_{k+1} = 3c_k^2$.

```lean
/-- With `k` smoothing steps the cell function vanishes at `μ = 1` like `(1 - μ)^(2^k)`,
with leading coefficient `(3/2)^(2^k) / 3`. -/
theorem cell_limit (k : ℕ) :
    Tendsto (fun x : ℝ => cell k x / (1 - x) ^ (2 ^ k)) (𝓝[≠] 1)
      (𝓝 ((3 / 2 : ℝ) ^ (2 ^ k) / 3)) := by
  have hp : Continuous p := by
    unfold p
    fun_prop
  have hp1 : p 1 = 1 := by norm_num [p]
  induction k with
  | zero =>
    refine tendsto_const_nhds.congr' ?_
    filter_upwards [self_mem_nhdsWithin] with x hx
    have hx' : 1 - x ≠ 0 := sub_ne_zero.2 (Ne.symm hx)
    simp only [cell, Function.iterate_zero, id_eq, pow_zero, pow_one]
    rw [eq_div_iff hx']
    ring
  | succ k ih =>
    -- the iterates of p tend to the fixed point 1
    have hk : Tendsto (fun x : ℝ => p^[k] x) (𝓝[≠] 1) (𝓝 1) :=
      ((hp.iterate k).tendsto' 1 1 (Function.iterate_fixed hp1 k)).mono_left
        nhdsWithin_le_nhds
    have h := (ih.pow 2).mul (hk.const_add 2)
    -- the recursion for the cell function, divided by the power of 1 - x
    have f : (fun x : ℝ => cell (k + 1) x / (1 - x) ^ (2 ^ (k + 1))) =
        fun x : ℝ => (cell k x / (1 - x) ^ (2 ^ k)) ^ 2 * (2 + p^[k] x) := by
      funext x
      rw [cell_succ, pow_succ (2 : ℕ) k, pow_mul, div_pow, div_mul_eq_mul_div]
    have e : (3 / 2 : ℝ) ^ (2 ^ (k + 1)) / 3 =
        ((3 / 2 : ℝ) ^ (2 ^ k) / 3) ^ 2 * (2 + 1) := by
      rw [pow_succ (2 : ℕ) k, pow_mul]
      generalize (3 / 2 : ℝ) ^ (2 ^ k) = c
      ring
    rw [f, e]
    exact h
```

For three steps the statement is written out with `p (p (p x))`, so that it can be compared directly with the usual formula. The proof sets $k = 3$ and evaluates the constant.

```lean
/-- With three smoothing steps, `s(μ) / (1 - μ)⁸` tends to `2187/256` as `μ` tends to `1`. -/
theorem becke_limit :
    Tendsto (fun x : ℝ => (1 - p (p (p x))) / 2 / (1 - x) ^ 8) (𝓝[≠] 1)
      (𝓝 (2187 / 256)) := by
  have h := cell_limit 3
  have e8 : (2 : ℕ) ^ 3 = 8 := by norm_num
  have e : (3 / 2 : ℝ) ^ 8 / 3 = 2187 / 256 := by norm_num
  rw [e8, e] at h
  exact h
```

## The leading term as a bound near the other nucleus

The next theorem holds on the whole interval, with `h1` and `h2` expressing $-1 \le x \le 1$. This time the innermost `p` is split off, $s_{k+1}(x) = s_k(p(x))$, so the induction hypothesis is needed at the point $p(x)$ and not at $x$. That is the purpose of `generalizing x`. The facts `hlo` and `hhi` keep $p(x)$ inside the interval, `hsq` is the squaring estimate, and `hpow` raises it to the power $2^k$. The `calc` block then joins them in the order used above.

```lean
/-- On `[-1, 1]` the leading term of the cell function at `μ = 1` is an upper bound for it. -/
theorem cell_le (k : ℕ) {x : ℝ} (h1 : -1 ≤ x) (h2 : x ≤ 1) :
    cell k x ≤ (3 / 2 * (1 - x)) ^ (2 ^ k) / 3 := by
  induction k generalizing x with
  | zero =>
    simp only [cell, Function.iterate_zero, id_eq, pow_zero, pow_one]
    linarith
  | succ k ih =>
    -- p maps [-1, 1] into itself
    have hlo : -1 ≤ p x := by
      have h : 0 ≤ (1 + x) ^ 2 * (2 - x) := mul_nonneg (sq_nonneg _) (by linarith)
      unfold p
      nlinarith [h]
    have hhi : 0 ≤ 1 - p x := by
      have h : 0 ≤ (1 - x) ^ 2 * (2 + x) := mul_nonneg (sq_nonneg _) (by linarith)
      rw [one_sub_p]
      linarith
    -- the scaled distance from 1 is at most squared by p
    have hsq : 3 / 2 * (1 - p x) ≤ (3 / 2 * (1 - x)) ^ 2 := by
      rw [one_sub_p]
      nlinarith [mul_nonneg (sq_nonneg (1 - x)) (sub_nonneg.2 h2)]
    have hpow := pow_le_pow_left₀ (by linarith : (0 : ℝ) ≤ 3 / 2 * (1 - p x)) hsq (2 ^ k)
    calc cell (k + 1) x = cell k (p x) := by
          simp only [cell, Function.iterate_succ_apply]
      _ ≤ (3 / 2 * (1 - p x)) ^ (2 ^ k) / 3 := ih hlo (by linarith)
      _ ≤ ((3 / 2 * (1 - x)) ^ 2) ^ (2 ^ k) / 3 := by linarith
      _ = (3 / 2 * (1 - x)) ^ (2 ^ (k + 1)) / 3 := by
          rw [← pow_mul, pow_succ' (2 : ℕ) k]
```

In real space, the bound on $1 - \mu$ from `mu_bounds` is raised to the same power and combined with `cell_le`. The result holds at every point of the metric space, though it improves on the trivial bound $s_k \le 1$ only where $r_B/R < 3^{2^{-k}}/3$, which is about $0.38$ for $k = 3$. At equal distances $r_A = r_B = R/2$ with $k = 3$, the right-hand side is about 8.5, while the cell function is $\frac12$.

```lean
/-- For distinct nuclei, the cell function of `A` against `B` at a point `r` is at most
`(3 r_B / R_AB)^(2^k) / 3`, where `r_B` is the distance from `r` to `B`. -/
theorem cell_near_other_nucleus {X : Type*} [MetricSpace X] {A B : X} (hAB : A ≠ B)
    (k : ℕ) (r : X) :
    cell k (mu A B r) ≤ (3 * (dist r B / dist A B)) ^ (2 ^ k) / 3 := by
  obtain ⟨h1, h2, h3⟩ := mu_bounds hAB r
  rw [mul_div_assoc] at h3
  have h := pow_le_pow_left₀ (by linarith : (0 : ℝ) ≤ 3 / 2 * (1 - mu A B r))
    (by linarith : 3 / 2 * (1 - mu A B r) ≤ 3 * (dist r B / dist A B)) (2 ^ k)
  have h' := cell_le k h1 h2
  linarith
```

## Approaching the other nucleus along the bond

From here on the nuclei lie in a real normed space `E`, where the point at the fraction $t$ of the way from $B$ to $A$ can be written as `B + t • (A - B)`. The two distances `hA` and `hB` come from pulling the scalars $1-t$ and $t$ out of the norm; the hypotheses $0 \le t \le 1$ ensure that neither changes sign.

```lean
/-- On the bond between distinct nuclei, at the fraction `t` of the way from `B` to `A`,
the coordinate is `μ = 1 - 2t`. -/
theorem mu_on_bond {E : Type*} [NormedAddCommGroup E] [NormedSpace ℝ E] {A B : E}
    (hAB : A ≠ B) {t : ℝ} (h0 : 0 ≤ t) (h1 : t ≤ 1) :
    mu A B (B + t • (A - B)) = 1 - 2 * t := by
  have hR : 0 < dist A B := dist_pos.2 hAB
  have hA : dist (B + t • (A - B)) A = (1 - t) * dist A B := by
    rw [dist_eq_norm, dist_eq_norm,
      show B + t • (A - B) - A = -((1 - t) • (A - B)) by module,
      norm_neg, norm_smul, Real.norm_of_nonneg (sub_nonneg.2 h1)]
  have hB : dist (B + t • (A - B)) B = t * dist A B := by
    rw [dist_eq_norm, dist_eq_norm, add_sub_cancel_left, norm_smul, Real.norm_of_nonneg h0]
  rw [mu, hA, hB, div_eq_iff hR.ne']
  ring
```

In the final theorem the filter `𝓝[>] 0` lets $t$ tend to 0 through positive values, which is the approach to $B$ from the side of $A$. The step `hcomp` shows that $1 - 2t$ then tends to 1 without reaching it, as `cell_limit` requires. Composing the two limits and multiplying by $2^{2^k}$ gives the constant, and the quotients are identified for $0 < t < 1$, where `mu_on_bond` applies.

```lean
/-- As a point on the bond approaches `B` from the side of a distinct nucleus `A`, the cell
function of `A` divided by `(r_B / R_AB)^(2^k)` tends to `3^(2^k) / 3`; here `t = r_B / R_AB`. -/
theorem cell_on_bond_limit {E : Type*} [NormedAddCommGroup E] [NormedSpace ℝ E] {A B : E}
    (hAB : A ≠ B) (k : ℕ) :
    Tendsto (fun t : ℝ => cell k (mu A B (B + t • (A - B))) / t ^ (2 ^ k)) (𝓝[>] 0)
      (𝓝 ((3 : ℝ) ^ (2 ^ k) / 3)) := by
  have hcomp : Tendsto (fun t : ℝ => 1 - 2 * t) (𝓝[>] 0) (𝓝[≠] 1) := by
    refine tendsto_nhdsWithin_iff.2 ⟨?_, ?_⟩
    · have hc : Continuous (fun t : ℝ => 1 - 2 * t) := by fun_prop
      exact (hc.tendsto' 0 1 (by norm_num)).mono_left nhdsWithin_le_nhds
    · filter_upwards [self_mem_nhdsWithin] with t ht
      have ht' : 0 < t := ht
      simp only [Set.mem_compl_iff, Set.mem_singleton_iff]
      intro h
      linarith
  -- substitute μ = 1 - 2t in the limit and rescale by 2^(2^k)
  have h := ((cell_limit k).comp hcomp).mul_const ((2 : ℝ) ^ (2 ^ k))
  have hc : (3 / 2 : ℝ) ^ (2 ^ k) / 3 * 2 ^ (2 ^ k) = 3 ^ (2 ^ k) / 3 := by
    rw [div_mul_eq_mul_div, ← mul_pow, show (3 / 2 : ℝ) * 2 = 3 by norm_num]
  rw [hc] at h
  refine h.congr' ?_
  filter_upwards [Ioo_mem_nhdsGT (zero_lt_one' ℝ)] with t ht
  have h2 : (2 : ℝ) ^ (2 ^ k) ≠ 0 := pow_ne_zero _ two_ne_zero
  simp only [Function.comp_apply]
  rw [mu_on_bond hAB ht.1.le ht.2.le, show 1 - (1 - 2 * t) = t * 2 by ring, mul_pow,
    div_mul_eq_mul_div, mul_div_mul_right _ _ h2]

end

end BeckeCellFlatness
```

The theorems concern a single pair of nuclei. In a molecule, the weight of $A$ is built from a product of such factors over all other nuclei, divided by the sum of these products over all atoms; neither that normalised weight nor the error of the resulting quadrature is treated. The lower bound $s_k \ge 0$ on $[-1,1]$ and the complement rule $s_k(\mu) + s_k(-\mu) = 1$ are familiar properties of the cell function that are not stated as theorems here.

```lean
#print axioms BeckeCellFlatness.cell_limit
#print axioms BeckeCellFlatness.becke_limit
#print axioms BeckeCellFlatness.cell_near_other_nucleus
#print axioms BeckeCellFlatness.cell_on_bond_limit
```

```
'BeckeCellFlatness.cell_limit' depends on axioms: [propext, Classical.choice, Quot.sound]
'BeckeCellFlatness.becke_limit' depends on axioms: [propext, Classical.choice, Quot.sound]
'BeckeCellFlatness.cell_near_other_nucleus' depends on axioms: [propext, Classical.choice, Quot.sound]
'BeckeCellFlatness.cell_on_bond_limit' depends on axioms: [propext, Classical.choice, Quot.sound]
```
